# For positive semidefinite interactions, reduced Hartree minimizers are the states that minimize their own mean-field energy

Spread one particle over two sites with occupations $\tfrac12+s$ and $\tfrac12-s$, and let its density repel itself on each site. The energy is
$$\tfrac12\left[(\tfrac12+s)^2+(\tfrac12-s)^2\right]=\tfrac14+s^2 .$$
The uniform state $s=0$ produces the same potential on both sites, so in that fixed field every $s$ costs the same. What remains is the curvature $s^2$, and it makes the uniform state the energy minimum.

The general problem concerns fermions on finitely many sites, indexed by `n`. When does a state that is lowest in its own mean field also have the lowest energy?

A state is a one-particle density matrix $g$ with site density $\rho_i=\mathrm{Re}\,g_{ii}$. Its energy is
$$E(g)=\mathrm{Re}\,\mathrm{tr}(hg)+\tfrac12\rho^TV\rho ,$$
where $h$ is the one-body Hamiltonian and $V$ the real interaction matrix. This is Hartree–Fock without exchange, usually called reduced Hartree–Fock, so even a single particle interacts with its own density, as in the example above; a real electron does not. That this density energy may replace the true many-electron interaction is assumed. The code also defines the mixture $g_t=(1-t)g+tg'$.

In Lean 4 with Mathlib:

```lean
import Mathlib

open Matrix
open scoped ComplexOrder

namespace ReducedHartree

noncomputable section

variable {n : Type*} [Fintype n]

/-- The site density: the real diagonal of the one-particle density matrix. -/
def density (g : Matrix n n ℂ) : n → ℝ := fun i => (g i i).re

/-- The one-body energy, the real part of `tr (A g)`. -/
def oneBody (A g : Matrix n n ℂ) : ℝ := (Matrix.trace (A * g)).re

/-- The reduced Hartree energy `Re tr (h g) + ρᵀ V ρ / 2`, with `ρ` the density of `g`. -/
def energy (h : Matrix n n ℂ) (V : Matrix n n ℝ) (g : Matrix n n ℂ) : ℝ :=
  oneBody h g + 1 / 2 * (density g ⬝ᵥ V *ᵥ density g)

/-- The mixture of two states with weights `1 - t` and `t`. -/
def mix (t : ℝ) (g g' : Matrix n n ℂ) : Matrix n n ℂ :=
  ((1 - t : ℝ) : ℂ) • g + (t : ℂ) • g'
```

## (a) Traces of Hermitian products

Show that $\mathrm{Im}\,\mathrm{tr}(Ag)=0$ for Hermitian $A$ and $g$.

**Solution.** $\overline{\mathrm{tr}(Ag)}=\mathrm{tr}((Ag)^\dagger)=\mathrm{tr}(gA)=\mathrm{tr}(Ag)$. The later theorems allow any complex $h$; for a physical, Hermitian $h$, taking the real part discards nothing.

```lean
/-- For Hermitian `A` and `g` the trace `tr (A g)` has no imaginary part. -/
theorem trace_im_eq_zero {A g : Matrix n n ℂ} (hA : A.IsHermitian) (hg : g.IsHermitian) :
    (Matrix.trace (A * g)).im = 0 := by
  apply Complex.conj_eq_iff_im.1
  change star (Matrix.trace (A * g)) = _
  rw [← Matrix.trace_conjTranspose, Matrix.conjTranspose_mul, hA.eq, hg.eq,
    Matrix.trace_mul_comm]
```

## (b) The interaction along a line

For symmetric $V$, show that
$$(x+td)^TV(x+td)=x^TVx+2t\,d^TVx+t^2d^TVd .$$

**Solution.** Expand into four terms and use $x^TVd=d^TVx$, which is `hs` in the code. The tactic `linear_combination t * hs` subtracts $t$ times this equation from the goal and leaves `ring` to verify that the remainder vanishes identically. The same device carries the algebra in (c) and (f).

```lean
/-- For symmetric `V`, the interaction form along a line of densities is a quadratic
polynomial in the step `t`. -/
theorem interaction_line {V : Matrix n n ℝ} (hV : V.IsSymm) (x d : n → ℝ) (t : ℝ) :
    (x + t • d) ⬝ᵥ V *ᵥ (x + t • d) =
      x ⬝ᵥ V *ᵥ x + 2 * t * (d ⬝ᵥ V *ᵥ x) + t ^ 2 * (d ⬝ᵥ V *ᵥ d) := by
  have hs : x ⬝ᵥ V *ᵥ d = d ⬝ᵥ V *ᵥ x := by
    rw [Matrix.dotProduct_mulVec x V d, ← Matrix.mulVec_transpose V x, hV.eq,
      dotProduct_comm (V *ᵥ x) d]
  simp only [Matrix.mulVec_add, Matrix.mulVec_smul, dotProduct_add, add_dotProduct,
    smul_dotProduct, dotProduct_smul, smul_eq_mul]
  linear_combination t * hs
```

## (c) A slope from finite steps

Let $q\ge0$ and $ta+\tfrac12t^2q\ge0$ for all $t\in[0,1]$. Show that $a\ge0$.

**Solution.** If $a<0$, take $t=-a/(q-a)\in(0,1]$. Then $tq=ta-a$, so the expression equals $\tfrac12t(1+t)a<0$, a contradiction. No derivative is needed.

```lean
/-- If `t a + t² q / 2` is nonnegative for all `t` in `[0, 1]` and `q` is nonnegative,
then the initial slope `a` is nonnegative. -/
theorem slope_nonneg {a q : ℝ} (hq : 0 ≤ q)
    (H : ∀ t : ℝ, 0 ≤ t → t ≤ 1 → 0 ≤ t * a + t ^ 2 / 2 * q) : 0 ≤ a := by
  by_contra hna
  have ha : a < 0 := not_le.mp hna
  have hs : 0 < q - a := by linarith
  -- a step short enough for the slope to win over the curvature
  obtain ⟨t, ht⟩ : ∃ t : ℝ, t = -a / (q - a) := ⟨_, rfl⟩
  have h0 : 0 < t := by rw [ht]; exact div_pos (by linarith) hs
  have h1 : t ≤ 1 := by rw [ht]; exact (div_le_one hs).2 (by linarith)
  have h2 : t * (q - a) = -a := by rw [ht]; exact div_mul_cancel₀ _ hs.ne'
  have h3 : t * a + t ^ 2 / 2 * q = t * (1 + t) / 2 * a := by
    linear_combination t / 2 * h2
  have h4 : t * (1 + t) / 2 * a < 0 := mul_neg_of_pos_of_neg (by positivity) ha
  linarith [H t h0.le h1]
```

## (d) Mixing admissible states

Admissible states satisfy $0\le g\le1$ (the Pauli principle) and $\mathrm{tr}\,g=N$, with $N$ any real number. Each index holds at most one fermion, so for electrons with spin it labels a site and a spin direction. Fractional occupations are allowed: the minima below are not restricted to single Slater determinants. The mean-field Hamiltonian is $F_g=h+\mathrm{diag}(V\rho)$.

```lean
variable [DecidableEq n]

/-- The admissible states: `0 ≤ g ≤ 1` with trace `N`. -/
def admissible (N : ℝ) : Set (Matrix n n ℂ) :=
  {g | g.PosSemidef ∧ (1 - g).PosSemidef ∧ Matrix.trace g = (N : ℂ)}

/-- The mean-field Hamiltonian `h + diag (V ρ)` generated by the density `ρ` of `g`. -/
def meanField (h : Matrix n n ℂ) (V : Matrix n n ℝ) (g : Matrix n n ℂ) : Matrix n n ℂ :=
  h + Matrix.diagonal (fun i => (((V *ᵥ density g) i : ℝ) : ℂ))
```

Show that $g_t$ is admissible if $g$ and $g'$ are and $0\le t\le1$.

**Solution.** $g_t$ and $1-g_t=(1-t)(1-g)+t(1-g')$ are nonnegative combinations of positive semidefinite matrices, and $\mathrm{tr}\,g_t=(1-t)N+tN=N$.

```lean
/-- A mixture of two admissible states with weights in `[0, 1]` is admissible. -/
theorem mix_mem {N t : ℝ} {g g' : Matrix n n ℂ} (hg : g ∈ admissible N)
    (hg' : g' ∈ admissible N) (h0 : 0 ≤ t) (h1 : t ≤ 1) : mix t g g' ∈ admissible N := by
  have c0 : (0 : ℂ) ≤ (t : ℂ) := Complex.zero_le_real.2 h0
  have c1 : (0 : ℂ) ≤ ((1 - t : ℝ) : ℂ) := Complex.zero_le_real.2 (by linarith)
  refine ⟨(hg.1.smul c1).add (hg'.1.smul c0), ?_, ?_⟩
  · have e : 1 - mix t g g' = ((1 - t : ℝ) : ℂ) • (1 - g) + (t : ℂ) • (1 - g') := by
      unfold mix
      push_cast
      module
    rw [e]
    exact (hg.2.1.smul c1).add (hg'.2.1.smul c0)
  · simp only [mix, Matrix.trace_add, Matrix.trace_smul, hg.2.2, hg'.2.2, smul_eq_mul]
    push_cast
    ring
```

## (e) Energy in a fixed field

Write $L_g(g')=\mathrm{Re}\,\mathrm{tr}(F_gg')$, and let $\rho'$ be the density of $g'$. Show that
$$L_g(g')=\mathrm{Re}\,\mathrm{tr}(hg')+\rho'^TV\rho .$$

**Solution.** The diagonal part contributes $\mathrm{Re}\sum_i(V\rho)_ig'_{ii}=\sum_i\rho'_i(V\rho)_i$.

```lean
/-- The mean-field energy of `g'` in the field of `g` is its one-body energy plus the
interaction of its density with the potential of `g`. -/
theorem oneBody_meanField (h : Matrix n n ℂ) (V : Matrix n n ℝ) (g g' : Matrix n n ℂ) :
    oneBody (meanField h V g) g' = oneBody h g' + density g' ⬝ᵥ V *ᵥ density g := by
  unfold oneBody meanField
  rw [Matrix.add_mul, Matrix.trace_add, Complex.add_re]
  congr 1
  simp only [Matrix.trace, Matrix.diag_apply, Matrix.diagonal_mul, dotProduct,
    Complex.re_sum, Complex.re_ofReal_mul]
  exact Finset.sum_congr rfl fun i _ => mul_comm _ _
```

## (f) Energy along a mixture

With $\delta=\rho'-\rho$ and $V$ symmetric, show that
$$E(g_t)=E(g)+t\,[L_g(g')-L_g(g)]+\tfrac12t^2\,\delta^TV\delta .$$

**Solution.** The density of $g_t$ is $\rho+t\delta$. By (b), the interaction changes by $t\,\delta^TV\rho+\tfrac12t^2\delta^TV\delta$, and the one-body term changes by $t\,\mathrm{Re}\,\mathrm{tr}(h(g'-g))$. By (e), the linear terms add up to the bracket.

```lean
/-- For symmetric `V`, the energy along a mixture is quadratic in `t`: the slope at `t = 0` is the
difference of mean-field energies, the curvature is the interaction form of the density change. -/
theorem energy_mix (h : Matrix n n ℂ) {V : Matrix n n ℝ} (hV : V.IsSymm)
    (g g' : Matrix n n ℂ) (t : ℝ) :
    energy h V (mix t g g') = energy h V g
      + t * (oneBody (meanField h V g) g' - oneBody (meanField h V g) g)
      + t ^ 2 / 2 * ((density g' - density g) ⬝ᵥ V *ᵥ (density g' - density g)) := by
  have hd : density (mix t g g') = density g + t • (density g' - density g) := by
    ext i
    simp only [density, mix, Matrix.add_apply, Matrix.smul_apply, smul_eq_mul,
      Complex.add_re, Complex.re_ofReal_mul, Pi.add_apply, Pi.smul_apply, Pi.sub_apply]
    ring
  have ho : oneBody h (mix t g g') = (1 - t) * oneBody h g + t * oneBody h g' := by
    simp only [oneBody, mix, Matrix.mul_add, Matrix.mul_smul, Matrix.trace_add,
      Matrix.trace_smul, smul_eq_mul, Complex.add_re, Complex.re_ofReal_mul]
  have hs := sub_dotProduct (density g') (density g) (V *ᵥ density g)
  unfold energy
  rw [hd, ho, interaction_line hV, oneBody_meanField, oneBody_meanField]
  linear_combination t * hs
```

## (g) Energy minimum and own mean field

Let $V$ also satisfy $x^TVx\ge0$ for all real $x$ (`hP`): no density change has negative interaction energy with itself. For admissible $g$, show that
$$E(g)=\min E\iff L_g(g)=\min L_g ,$$
with both minima over admissible states.

**Solution.** If $g$ minimizes $E$, then (d) and (f) give the hypothesis of (c) with $a=L_g(g')-L_g(g)$, so $a\ge0$. Conversely, set $t=1$ in (f): both added terms are nonnegative.

`IsMinOn` expresses the inequality against all admissible states; membership of $g$ is the separate hypothesis `hg`, and existence of a minimizer is not claimed. "Self-consistent" in the theorem's name means minimizing $L_g$, which is more than being stationary. In this finite, exchange-free model with symmetric positive semidefinite $V$, a self-consistent-field solution of that kind is therefore a global energy minimum.

```lean
/-- For symmetric positive semidefinite `V`, an admissible state minimizes the reduced Hartree
energy if and only if it minimizes the linear energy of its own mean-field Hamiltonian. -/
theorem minimizer_iff_selfConsistent (h : Matrix n n ℂ) {V : Matrix n n ℝ} (hV : V.IsSymm)
    (hP : ∀ x : n → ℝ, 0 ≤ x ⬝ᵥ V *ᵥ x) {N : ℝ} {g : Matrix n n ℂ}
    (hg : g ∈ admissible N) :
    IsMinOn (energy h V) (admissible N) g ↔
      IsMinOn (oneBody (meanField h V g)) (admissible N) g := by
  rw [isMinOn_iff, isMinOn_iff]
  constructor
  · -- a minimum has nonnegative slope towards every admissible state
    intro H g' hg'
    refine sub_nonneg.1 (slope_nonneg (hP (density g' - density g)) fun t h0 h1 => ?_)
    have h2 := H _ (mix_mem hg hg' h0 h1)
    rw [energy_mix h hV] at h2
    linarith
  · -- the full step `t = 1` only adds a nonnegative curvature term
    intro H g' hg'
    have h1 := energy_mix h hV g g' 1
    have h2 : mix 1 g g' = g' := by simp [mix]
    rw [h2] at h1
    linarith [H g' hg', hP (density g' - density g)]
```

## (h) The common potential

For admissible minimizers $g_1,g_2$ of $E$ with densities $\rho_1,\rho_2$, show that $V\rho_1=V\rho_2$.

**Solution.** Let $d=\rho_2-\rho_1$. The energies are equal and the slope is nonnegative by (g), so (f) at $t=1$ forces $d^TVd=0$. With $w=-Vd$, positivity gives
$$0\le\tfrac12(d+tw)^TV(d+tw)=t\,w^TVd+\tfrac12t^2w^TVw .$$
By (c), $-|Vd|^2=w^TVd\ge0$, hence $Vd=0$.

```lean
/-- For symmetric positive semidefinite `V`, any two admissible minimizers of the reduced
Hartree energy generate the same potential `V ρ`. -/
theorem minimizers_share_potential (h : Matrix n n ℂ) {V : Matrix n n ℝ} (hV : V.IsSymm)
    (hP : ∀ x : n → ℝ, 0 ≤ x ⬝ᵥ V *ᵥ x) {N : ℝ} {g₁ g₂ : Matrix n n ℂ}
    (hg₁ : g₁ ∈ admissible N) (hg₂ : g₂ ∈ admissible N)
    (h₁ : IsMinOn (energy h V) (admissible N) g₁)
    (h₂ : IsMinOn (energy h V) (admissible N) g₂) :
    V *ᵥ density g₁ = V *ᵥ density g₂ := by
  have hl := isMinOn_iff.1 ((minimizer_iff_selfConsistent h hV hP hg₁).1 h₁) g₂ hg₂
  have he := isMinOn_iff.1 h₂ g₁ hg₁
  have hm := energy_mix h hV g₁ g₂ 1
  have h1 : mix 1 g₁ g₂ = g₂ := by simp [mix]
  rw [h1] at hm
  obtain ⟨d, hd⟩ : ∃ d, d = density g₂ - density g₁ := ⟨_, rfl⟩
  rw [← hd] at hm
  -- equal energies leave no room for curvature
  have hq : d ⬝ᵥ V *ᵥ d = 0 := le_antisymm (by linarith) (hP d)
  -- moving from `d` against `V d` would otherwise make the form negative
  have ha : 0 ≤ (-(V *ᵥ d)) ⬝ᵥ V *ᵥ d := by
    refine slope_nonneg (hP (-(V *ᵥ d))) fun t _ _ => ?_
    have h3 := hP (d + t • (-(V *ᵥ d)))
    rw [interaction_line hV, hq] at h3
    linarith
  rw [neg_dotProduct] at ha
  have hn : 0 ≤ (V *ᵥ d) ⬝ᵥ (V *ᵥ d) := Finset.sum_nonneg fun i _ => mul_self_nonneg _
  have hz : V *ᵥ d = 0 := dotProduct_self_eq_zero.1 (le_antisymm (by linarith) hn)
  rw [hd, Matrix.mulVec_sub] at hz
  exact (sub_eq_zero.1 hz).symm
```

A neighbouring consequence: if $V$ is positive definite, $Vd=0$ gives $d=0$, and the minimizers share the density itself.

## (i) All minimizers from one

Let $g_0$ be an admissible minimizer with density $\rho_0$. For admissible $g$, show that
$$E(g)=\min E\iff V\rho=V\rho_0\ \text{ and }\ L_{g_0}(g)=\min L_{g_0}.$$

**Solution.** Equal potentials give $F_g=F_{g_0}$. Part (h) supplies the equality in the forward direction, and (g) does the rest.

```lean
/-- Let `V` be symmetric positive semidefinite and `g₀` an admissible minimizer. An admissible
`g` is a minimizer if and only if it has the potential of `g₀` and minimizes the linear energy
of the mean-field Hamiltonian of `g₀`. -/
theorem minimizer_iff_of_minimizer (h : Matrix n n ℂ) {V : Matrix n n ℝ} (hV : V.IsSymm)
    (hP : ∀ x : n → ℝ, 0 ≤ x ⬝ᵥ V *ᵥ x) {N : ℝ} {g₀ g : Matrix n n ℂ}
    (hg₀ : g₀ ∈ admissible N) (h₀ : IsMinOn (energy h V) (admissible N) g₀)
    (hg : g ∈ admissible N) :
    IsMinOn (energy h V) (admissible N) g ↔
      V *ᵥ density g = V *ᵥ density g₀ ∧
        IsMinOn (oneBody (meanField h V g₀)) (admissible N) g := by
  have hF : V *ᵥ density g = V *ᵥ density g₀ → meanField h V g = meanField h V g₀ := by
    intro e
    simp only [meanField, e]
  constructor
  · intro H
    have e := minimizers_share_potential h hV hP hg hg₀ H h₀
    exact ⟨e, hF e ▸ (minimizer_iff_selfConsistent h hV hP hg).1 H⟩
  · rintro ⟨e, H⟩
    rw [minimizer_iff_selfConsistent h hV hP hg, hF e]
    exact H
```

## (j) Attraction on two sites

Take $h=0$, $N=1$, $V=-1$ (minus the identity) and diagonal states with occupations $p,1-p$.

```lean
/-- The diagonal two-site state with occupations `p` and `1 - p`. -/
def twoSite (p : ℝ) : Matrix (Fin 2) (Fin 2) ℂ :=
  Matrix.diagonal ![(p : ℂ), ((1 - p : ℝ) : ℂ)]
```

Show that $p=\tfrac12$ minimizes its own mean-field energy but not $E$.

**Solution.** The potential is $-\tfrac12$ on both sites, so $L_g=-\tfrac12$ on every admissible state. But $E=-\tfrac12[p^2+(1-p)^2]$ is $-\tfrac14$ at $p=\tfrac12$ and $-\tfrac12$ at $p=1$: localization wins. Symmetry of $V$ alone thus does not give the converse in (g).

```lean
/-- For the attractive interaction `V = -1` on two sites with `h = 0` and `N = 1`, the uniform
state minimizes its own mean-field energy but does not minimize the reduced Hartree energy. -/
theorem attractive_counterexample :
    twoSite (1 / 2) ∈ admissible 1 ∧
      IsMinOn (oneBody (meanField 0 (-1) (twoSite (1 / 2)))) (admissible 1) (twoSite (1 / 2)) ∧
      ¬ IsMinOn (energy 0 (-1)) (admissible 1) (twoSite (1 / 2)) := by
  have hpos : ∀ p : ℝ, 0 ≤ p → p ≤ 1 → (twoSite p).PosSemidef := by
    intro p h0 h1
    refine Matrix.posSemidef_diagonal_iff.2 fun i => ?_
    fin_cases i
    · exact Complex.zero_le_real.2 h0
    · exact Complex.zero_le_real.2 (sub_nonneg.2 h1)
  have hmem : ∀ p : ℝ, 0 ≤ p → p ≤ 1 → twoSite p ∈ admissible 1 := by
    intro p h0 h1
    refine ⟨hpos p h0 h1, ?_, ?_⟩
    · have e : 1 - twoSite p = twoSite (1 - p) := by
        ext i j
        fin_cases i <;> fin_cases j <;> simp [twoSite]
      rw [e]
      exact hpos _ (by linarith) (by linarith)
    · simp [twoSite]
  have hdens : ∀ p : ℝ, density (twoSite p) = ![p, 1 - p] := by
    intro p
    ext i
    fin_cases i <;> simp [density, twoSite]
  have hhalf := hmem (1 / 2) (by norm_num) (by norm_num)
  -- the uniform density gives a constant potential, so the mean-field energy is constant
  have hconst : ∀ g' ∈ admissible (n := Fin 2) 1,
      oneBody (meanField 0 (-1) (twoSite (1 / 2))) g' = -1 / 2 := by
    intro g' hg'
    have ht : (g' 0 0).re + (g' 1 1).re = 1 := by
      have h3 := congrArg Complex.re hg'.2.2
      simpa [Matrix.trace_fin_two] using h3
    have hv : (-1 : Matrix (Fin 2) (Fin 2) ℝ) *ᵥ density (twoSite (1 / 2)) =
        fun _ => -1 / 2 := by
      rw [hdens, Matrix.neg_mulVec, Matrix.one_mulVec]
      ext i
      fin_cases i <;> norm_num
    rw [oneBody_meanField, hv]
    simp only [oneBody, Matrix.zero_mul, Matrix.trace_zero, Complex.zero_re, dotProduct,
      Fin.sum_univ_two, density]
    linarith
  have hen : ∀ p : ℝ, energy 0 (-1) (twoSite p) = -(p ^ 2 + (1 - p) ^ 2) / 2 := by
    intro p
    simp only [energy, oneBody, Matrix.zero_mul, Matrix.trace_zero, Complex.zero_re, hdens,
      Matrix.neg_mulVec, Matrix.one_mulVec, dotProduct, Fin.sum_univ_two, Pi.neg_apply,
      Matrix.cons_val_zero, Matrix.cons_val_one]
    ring
  refine ⟨hhalf, isMinOn_iff.2 fun g' hg' => ?_, fun H => ?_⟩
  · rw [hconst _ hhalf, hconst g' hg']
  · -- localizing the particle on one site lowers the energy
    have h3 := isMinOn_iff.1 H (twoSite 1) (hmem 1 (by norm_num) (by norm_num))
    rw [hen, hen] at h3
    norm_num at h3

end

end ReducedHartree
```
```lean
#print axioms ReducedHartree.trace_im_eq_zero
-- 'ReducedHartree.trace_im_eq_zero' depends on axioms: [propext, Classical.choice, Quot.sound]
#print axioms ReducedHartree.minimizer_iff_selfConsistent
-- 'ReducedHartree.minimizer_iff_selfConsistent' depends on axioms: [propext, Classical.choice, Quot.sound]
#print axioms ReducedHartree.minimizer_iff_of_minimizer
-- 'ReducedHartree.minimizer_iff_of_minimizer' depends on axioms: [propext, Classical.choice, Quot.sound]
#print axioms ReducedHartree.attractive_counterexample
-- 'ReducedHartree.attractive_counterexample' depends on axioms: [propext, Classical.choice, Quot.sound]
```
